# The squared norm of the Dyson orbital between two Slater determinants is a determinant between 0 and 1

The bounds 0 and 1 hold when both determinants are built from orthonormal orbitals and the Dyson orbital carries the factor $\sqrt N$, with $N$ the number of electrons in the larger determinant. One Slater determinant, with orbitals $A$, holds exactly one electron more than the other, with orbitals $B$, and the column labels carry this fact: the orbitals of $B$ are labelled by a finite type `κ` and those of $A$ by `κ ⊕ Unit`, the same labels plus one. No hypothesis comparing two particle numbers is then needed, and appending an orbital to $B$ gives a matrix with the same column labels as $A$. Labels `Fin n` and `Fin (n+1)` would also serve. They would give explicit signs in the cofactor expansion, but the block matrix in part (c) would need relabelling.

## Two determinants and the orbital between them

Let $n$ be the number of labels in `κ`. The columns of $A$ are the $n+1$ occupied spin orbitals of one Slater determinant, and those of $B$ are the $n$ occupied spin orbitals of another. Both are expanded in a finite orthonormal basis labelled by `m`, whose members are the unit vectors $e_x$. Coefficients over non-orthogonal atomic orbitals are to be transformed to such a basis before the formulas below are applied.

```lean
import Mathlib

open Matrix
open scoped ComplexOrder

namespace DysonOrbitalNorm

noncomputable section

variable {m ι κ : Type*} [Fintype m] [DecidableEq m] [Fintype κ] [DecidableEq κ]
```

Write $[B,v]$ for $B$ with the column $v$ appended.

```lean
/-- The orbital set `B` with one further orbital `v` appended as last column. -/
def withOrbital (B : Matrix ι κ ℂ) (v : ι → ℂ) : Matrix ι (κ ⊕ Unit) ℂ :=
  Matrix.of fun i => Sum.elim (B i) (fun _ => v i)
```

With $\dagger$ for the conjugate transpose (`ᴴ` in Lean), the Dyson amplitude at $x$ is $d_x=\det(A^\dagger[B,e_x])$. This is the overlap of $A$'s determinant with $B$'s after an electron has been added in $e_x$. The usual Dyson orbital is $\sqrt{n+1}$ times the integral, over $n$ electrons, of the complex conjugate of $B$'s determinant times $A$'s. It has the complex conjugates of these components, up to a common sign, which leaves the norm unchanged.

```lean
/-- The overlap determinant of the orbitals `A` with the orbitals `B` supplemented by the
basis orbital `x`. -/
def dysonAmplitude (A : Matrix m (κ ⊕ Unit) ℂ) (B : Matrix m κ ℂ) (x : m) : ℂ :=
  (Aᴴ * withOrbital B (Pi.single x 1)).det
```

The squared norm is $\sum_x|d_x|^2$. When both states are approximated by single determinants with orthonormal orbitals, it is the pole strength of the ionisation that leads from $A$ to $B$. Dyson orbitals between correlated wavefunctions are not treated.

```lean
/-- The squared norm of the Dyson orbital: the sum of the squared moduli of its amplitudes over the
basis. -/
def dysonNorm (A : Matrix m (κ ⊕ Unit) ℂ) (B : Matrix m κ ℂ) : ℝ :=
  ∑ x, ‖dysonAmplitude A B x‖ ^ 2
```

For any matrix $M$ with $n+1$ rows and $n$ columns, let the row vector $c$ be the last row of the adjugate of $[M,0]$.

```lean
/-- The row of cofactors belonging to the column appended to `M`. -/
def cofactorRow (M : Matrix (κ ⊕ Unit) κ ℂ) : κ ⊕ Unit → ℂ :=
  (withOrbital M 0).adjugate (Sum.inr ())
```

## (a) The determinant as a function of its last column

**Task.** For every column $v$, show that
$$\det[M,v]=\sum_i c_i v_i .$$

**Solution.** Expand along the last column. The coefficient of $v_i$ is the cofactor of that entry, which depends only on $M$ and can therefore be computed from $[M,0]$. The adjugate is the transposed matrix of cofactors, so this coefficient is $c_i$.

In Lean, `h` writes $[M,v]$ as $[M,0]$ with its last column replaced, and the Cramer lemmas supply the expansion.

```lean
/-- The determinant is linear in the appended column, with the cofactors as coefficients. -/
theorem det_withOrbital (M : Matrix (κ ⊕ Unit) κ ℂ) (v : κ ⊕ Unit → ℂ) :
    (withOrbital M v).det = cofactorRow M ⬝ᵥ v := by
  have h : withOrbital M v = (withOrbital M 0).updateCol (Sum.inr ()) v := by
    ext i j
    rcases j with j | j <;> simp [withOrbital]
  rw [h, ← Matrix.cramer_apply, Matrix.cramer_eq_adjugate_mulVec]
  rfl
```

## (b) Cofactors against the columns of M

**Task.** Show that
$$cM=0 .$$

**Solution.** Take $v$ in (a) to be column $j$ of $M$. The matrix $[M,v]$ then has two equal columns, so its determinant vanishes and $\sum_i c_iM_{ij}=0$. This holds for each $j$.

```lean
/-- The cofactor row annihilates every column of `M`. -/
theorem cofactorRow_vecMul (M : Matrix (κ ⊕ Unit) κ ℂ) : cofactorRow M ᵥ* M = 0 := by
  ext j
  have h := det_withOrbital M (fun i => M i j)
  -- the appended column repeats column `j`
  rw [Matrix.det_zero_of_column_eq (i := Sum.inl j) (j := Sum.inr ()) (by simp)
    (fun k => by simp [withOrbital])] at h
  exact h.symm
```

## (c) A Gram determinant that factorises

**Task.** Let $u$ be a row vector with $uM=0$, and let $\|u\|^2=\sum_i|u_i|^2$. Show that
$$\bigl|\det[M,u^\dagger]\bigr|^2=\det(M^\dagger M)\,\|u\|^2 .$$

**Solution.** Put $W=[M,u^\dagger]$. Then
$$W^\dagger W=\begin{pmatrix}M^\dagger M & M^\dagger u^\dagger\\ uM & uu^\dagger\end{pmatrix}.$$
The lower left block is zero, so the determinant is the product of those of the diagonal blocks. The left side is $\det(W^\dagger)\det W=|\det W|^2$.

The Lean step `hb` checks the four blocks entry by entry. The upper right block is left as it stands, because a block triangular matrix is enough.

```lean
/-- If `u` annihilates the columns of `M`, the Gram determinant of `M` with `star u` appended
factorises. -/
theorem gram_det (M : Matrix (κ ⊕ Unit) κ ℂ) (u : κ ⊕ Unit → ℂ) (hu : u ᵥ* M = 0) :
    star (withOrbital M (star u)).det * (withOrbital M (star u)).det
      = (Mᴴ * M).det * (u ⬝ᵥ star u) := by
  have hb : (withOrbital M (star u))ᴴ * withOrbital M (star u)
      = Matrix.fromBlocks (Mᴴ * M) (Matrix.of fun j (_ : Unit) => (Mᴴ *ᵥ star u) j) 0
        (Matrix.of fun (_ _ : Unit) => u ⬝ᵥ star u) := by
    ext i j
    rcases i with i | i <;> rcases j with j | j
    · simp [withOrbital, Matrix.mul_apply]
    · simp [withOrbital, Matrix.mul_apply, Matrix.mulVec, dotProduct]
    · have h := congrFun hu j
      simpa [withOrbital, Matrix.mul_apply, Matrix.vecMul, dotProduct] using h
    · simp [withOrbital, Matrix.mul_apply, dotProduct]
  rw [← Matrix.det_conjTranspose, ← Matrix.det_mul, hb, Matrix.det_fromBlocks_zero₂₁]
  congr 1
  simp [Matrix.det_unique]
```

## (d) The length of the cofactor row

**Task.** Show that
$$\|c\|^2=\det(M^\dagger M) .$$

**Solution.** By (b), $u=c$ is allowed in (c). By (a), $\det[M,c^\dagger]=\|c\|^2$. Hence
$$\|c\|^4=\det(M^\dagger M)\,\|c\|^2 .$$
If $c\neq0$, divide by $\|c\|^2$.

Dividing at once, without asking whether $c$ vanishes, is a slip that leaves a real gap: $c=0$ does occur, namely when the columns of $M$ are linearly dependent. Suppose now that $c=0$. The square matrix $[M,0]$ has a zero column and is singular, so some $u\neq0$ satisfies $u[M,0]=0$, and therefore $uM=0$. By (a) with $c=0$, $\det[M,u^\dagger]=0$, and (c) gives $0=\det(M^\dagger M)\|u\|^2$. So $\det(M^\dagger M)=0=\|c\|^2$.

In the Lean proof, `hz` says that a vector of zero length vanishes, and `by_cases h0` separates the two cases.

```lean
/-- The squared length of the cofactor row is the Gram determinant of `M`. -/
theorem cofactorRow_norm (M : Matrix (κ ⊕ Unit) κ ℂ) :
    cofactorRow M ⬝ᵥ star (cofactorRow M) = (Mᴴ * M).det := by
  -- a vector of zero length vanishes
  have hz : ∀ v : κ ⊕ Unit → ℂ, v ⬝ᵥ star v = 0 → v = 0 := by
    intro v hv
    have hr : ∑ i, ‖v i‖ ^ 2 = 0 := by
      refine Complex.ofReal_injective (Eq.trans ?_ (hv.trans Complex.ofReal_zero.symm))
      simp [dotProduct, Complex.mul_conj']
    funext i
    have hi := (Finset.sum_eq_zero_iff_of_nonneg (fun i _ => sq_nonneg ‖v i‖)).1 hr i
      (Finset.mem_univ i)
    exact norm_eq_zero.1 (pow_eq_zero_iff two_ne_zero |>.1 hi)
  have h := gram_det M _ (cofactorRow_vecMul M)
  rw [det_withOrbital] at h
  have hs : star (cofactorRow M ⬝ᵥ star (cofactorRow M))
      = cofactorRow M ⬝ᵥ star (cofactorRow M) := by
    simp [dotProduct, mul_comm]
  rw [hs] at h
  by_cases h0 : cofactorRow M ⬝ᵥ star (cofactorRow M) = 0
  · -- degenerate case: test with a non-zero vector orthogonal to all columns
    have hc : cofactorRow M = 0 := hz _ h0
    have hd : (withOrbital M 0).det = 0 := by rw [det_withOrbital, hc, zero_dotProduct]
    obtain ⟨u, hu0, hu⟩ := Matrix.exists_vecMul_eq_zero_iff.2 hd
    have huM : u ᵥ* M = 0 := by
      ext j
      exact congrFun hu (Sum.inl j)
    have h2 := gram_det M u huM
    rw [det_withOrbital, hc, zero_dotProduct, mul_zero] at h2
    rcases mul_eq_zero.1 h2.symm with h3 | h3
    · rw [h0, h3]
    · exact absurd (hz u h3) hu0
  · exact mul_right_cancel₀ h0 h
```

## (e) Amplitudes from cofactors

**Task.** Let $M=A^\dagger B$, with $c$ its cofactor row. Show that
$$d_x=\sum_i c_i\,\overline{A_{xi}} ,\qquad\text{that is,}\qquad d=cA^\dagger .$$

**Solution.** Matrix multiplication acts column by column, so $A^\dagger[B,e_x]=[M,A^\dagger e_x]$. The appended column has entries $\overline{A_{xi}}$, and (a) gives the result. Neither set has to be orthonormal here.

```lean
/-- The Dyson amplitudes are the cofactors of the overlap matrix carried back to the basis
by the orbitals `A`. -/
theorem dysonAmplitude_eq (A : Matrix m (κ ⊕ Unit) ℂ) (B : Matrix m κ ℂ) :
    dysonAmplitude A B = cofactorRow (Aᴴ * B) ᵥ* Aᴴ := by
  ext x
  have h : Aᴴ * withOrbital B (Pi.single x 1)
      = withOrbital (Aᴴ * B) (Aᴴ *ᵥ Pi.single x 1) := by
    ext i j
    rcases j with j | j <;> rfl
  rw [dysonAmplitude, h, det_withOrbital, Matrix.dotProduct_mulVec]
  simp
```

## (f) Summing over the basis

**Task.** Let $A$ have orthonormal columns, $A^\dagger A=1$. Show that
$$\sum_x|d_x|^2=\det(B^\dagger AA^\dagger B) .$$

**Solution.** By (e) and then (d),
$$dd^\dagger=cA^\dagger A\,c^\dagger=cc^\dagger=\det(M^\dagger M),$$
and $M^\dagger M=B^\dagger AA^\dagger B$. The orbitals $B$ are still arbitrary.

In Lean the sum is a real number and the determinant a complex one. The equation is stated in $\mathbb C$, so it also says that the determinant is real.

```lean
/-- For orthonormal orbitals `A`, the squared norm of the Dyson orbital is the determinant of
the projector onto the span of `A`, taken between the orbitals `B`. -/
theorem dysonNorm_eq_det (A : Matrix m (κ ⊕ Unit) ℂ) (B : Matrix m κ ℂ) (hA : Aᴴ * A = 1) :
    (dysonNorm A B : ℂ) = (Bᴴ * A * Aᴴ * B).det := by
  have h1 : (dysonNorm A B : ℂ) = dysonAmplitude A B ⬝ᵥ star (dysonAmplitude A B) := by
    simp [dysonNorm, dotProduct, Complex.mul_conj']
  rw [h1, dysonAmplitude_eq, Matrix.star_vecMul, Matrix.conjTranspose_conjTranspose,
    ← Matrix.dotProduct_mulVec, Matrix.mulVec_mulVec, hA, Matrix.one_mulVec, cofactorRow_norm]
  simp only [Matrix.conjTranspose_mul, Matrix.conjTranspose_conjTranspose, Matrix.mul_assoc]
```

## (g) What the projection leaves over

**Task.** From here on both sets are orthonormal, so $B^\dagger B=1$ as well. Put $G=B^\dagger AA^\dagger B$ and $R=B-AA^\dagger B$, the part of $B$ outside the span of $A$. Show that
$$R^\dagger R=1-G .$$

**Solution.** Expanding gives
$$R^\dagger R=B^\dagger B-2B^\dagger AA^\dagger B+B^\dagger A(A^\dagger A)A^\dagger B=1-2G+G .$$

```lean
omit [DecidableEq m] in
/-- For orthonormal orbital sets, the part of `B` outside the span of `A` has Gram matrix one minus
that of the overlap matrix `Aᴴ * B`. -/
theorem residual_gram (A : Matrix m (κ ⊕ Unit) ℂ) (B : Matrix m κ ℂ)
    (hA : Aᴴ * A = 1) (hB : Bᴴ * B = 1) :
    (B - A * (Aᴴ * B))ᴴ * (B - A * (Aᴴ * B)) = 1 - Bᴴ * A * Aᴴ * B := by
  have h : Aᴴ * (A * (Aᴴ * B)) = Aᴴ * B := by rw [← Matrix.mul_assoc, hA, Matrix.one_mul]
  simp only [Matrix.conjTranspose_sub, Matrix.conjTranspose_mul,
    Matrix.conjTranspose_conjTranspose, Matrix.sub_mul, Matrix.mul_sub, Matrix.mul_assoc, h, hB]
  abel
```

## (h) Factors between 0 and 1

**Task.** Find real numbers $p_i$, one for each orbital label of $B$, such that
$$0\le p_i\le1,\qquad \sum_x|d_x|^2=\prod_i p_i,\qquad \operatorname{tr}G=\sum_i p_i .$$

**Solution.** Take the eigenvalues of the Hermitian matrix $G$. Since $G=M^\dagger M$ is positive semidefinite, $p_i\ge0$. For a normalised eigenvector $v$ belonging to $p_i$, part (g) gives
$$0\le\|Rv\|^2=v^\dagger(1-G)v=1-p_i .$$
The determinant of $G$ is the product of its eigenvalues and the trace is their sum, and (f) identifies the determinant with the squared norm. In the language of corresponding orbitals, the $p_i$ are the squared overlaps of the paired orbitals.

In Lean, `hP` and `hQ` are the positivity of $G$ and of $1-G$. The theorem states only that such numbers exist; that they are eigenvalues is part of the proof.

```lean
/-- For orthonormal orbital sets, the squared norm of the Dyson orbital is a product of numbers
between 0 and 1, one for each orbital of `B`, whose sum is the trace of the projector onto the span
of `A` between the orbitals `B`. -/
theorem dysonNorm_eq_prod (A : Matrix m (κ ⊕ Unit) ℂ) (B : Matrix m κ ℂ)
    (hA : Aᴴ * A = 1) (hB : Bᴴ * B = 1) :
    ∃ p : κ → ℝ, (∀ i, 0 ≤ p i ∧ p i ≤ 1) ∧ dysonNorm A B = ∏ i, p i ∧
      (Bᴴ * A * Aᴴ * B).trace = ((∑ i, p i : ℝ) : ℂ) := by
  have hP : (Bᴴ * A * Aᴴ * B).PosSemidef := by
    have h := Matrix.posSemidef_conjTranspose_mul_self (Aᴴ * B)
    simpa only [Matrix.conjTranspose_mul, Matrix.conjTranspose_conjTranspose,
      Matrix.mul_assoc] using h
  have hQ : (1 - Bᴴ * A * Aᴴ * B).PosSemidef := by
    rw [← residual_gram A B hA hB]
    exact Matrix.posSemidef_conjTranspose_mul_self _
  have hG := hP.isHermitian
  refine ⟨hG.eigenvalues, fun i => ⟨hP.eigenvalues_nonneg i, ?_⟩, ?_, ?_⟩
  · -- test the positive matrix `1 - G` on a normalised eigenvector
    obtain ⟨v, hv, hev⟩ : ∃ v : κ → ℂ, star v ⬝ᵥ v = 1 ∧
        (Bᴴ * A * Aᴴ * B) *ᵥ v = hG.eigenvalues i • v := by
      refine ⟨(hG.eigenvectorBasis i).ofLp, ?_, hG.mulVec_eigenvectorBasis i⟩
      have hn := EuclideanSpace.norm_sq_eq (hG.eigenvectorBasis i)
      rw [hG.eigenvectorBasis.orthonormal.1 i] at hn
      have hc := congrArg (fun r : ℝ => (r : ℂ)) hn
      simp only [dotProduct, Pi.star_apply, RCLike.star_def, Complex.conj_mul']
      push_cast at hc
      rw [← hc]
      norm_num
    have h2 := hQ.dotProduct_mulVec_nonneg v
    rw [Matrix.sub_mulVec, Matrix.one_mulVec, hev, dotProduct_sub, dotProduct_smul, hv] at h2
    have h3 := (Complex.le_def.1 h2).1
    simpa using h3
  · apply Complex.ofReal_injective
    rw [dysonNorm_eq_det A B hA]
    exact hG.det_eq_prod_eigenvalues.trans (Complex.ofReal_prod _ _).symm
  · exact hG.trace_eq_sum_eigenvalues.trans (Complex.ofReal_sum _ _).symm
```

## (i) The bounds on the norm

**Task.** For orthonormal $A$ and $B$, conclude that the determinant formula of (f) holds together with
$$0\le\sum_x|d_x|^2\le1 .$$

**Solution.** By (h) the squared norm is a product of numbers in $[0,1]$, and such a product lies in $[0,1]$. If $B$ has no orbitals, the product is empty and the norm is 1, as it should be for removing the only electron.

```lean
/-- For orthonormal orbital sets, the squared norm of the Dyson orbital equals the projected
determinant and lies between 0 and 1. -/
theorem dysonNorm_main (A : Matrix m (κ ⊕ Unit) ℂ) (B : Matrix m κ ℂ)
    (hA : Aᴴ * A = 1) (hB : Bᴴ * B = 1) :
    (dysonNorm A B : ℂ) = (Bᴴ * A * Aᴴ * B).det ∧ 0 ≤ dysonNorm A B ∧ dysonNorm A B ≤ 1 := by
  obtain ⟨p, hp, hprod, -⟩ := dysonNorm_eq_prod A B hA hB
  refine ⟨dysonNorm_eq_det A B hA, ?_, ?_⟩
  · rw [hprod]
    exact Finset.prod_nonneg fun i _ => (hp i).1
  · rw [hprod]
    exact Finset.prod_le_one (fun i _ => (hp i).1) fun i _ => (hp i).2
```

## (j) When the norm is one

**Task.** For orthonormal $A$ and $B$, show that
$$\sum_x|d_x|^2=1\iff AA^\dagger B=B .$$

**Solution.** Suppose the norm is 1. The product of the factors other than $p_i$ is at most 1, so $1=\prod_j p_j\le p_i\le1$, and every $p_i$ equals 1. Then
$$\operatorname{tr}(R^\dagger R)=n-\sum_i p_i=0 .$$
This trace is the sum of the squared moduli of the entries of $R$, so $R=0$. Conversely, if $AA^\dagger B=B$, then $G=B^\dagger B=1$ and its determinant is 1.

The condition says that every orbital of $B$ lies in the span of $A$. Ionisation with frozen orbitals, where $B$ is $A$ with one column removed, is of this kind. Relaxation that takes an orbital of $B$ out of that span lowers the norm below 1.

```lean
/-- For orthonormal orbital sets, the Dyson orbital has norm one exactly when projection onto the
span of `A` leaves every orbital of `B` unchanged. -/
theorem dysonNorm_eq_one_iff (A : Matrix m (κ ⊕ Unit) ℂ) (B : Matrix m κ ℂ)
    (hA : Aᴴ * A = 1) (hB : Bᴴ * B = 1) :
    dysonNorm A B = 1 ↔ A * (Aᴴ * B) = B := by
  constructor
  · intro h
    obtain ⟨p, hp, hprod, htr⟩ := dysonNorm_eq_prod A B hA hB
    -- a product of numbers in [0,1] equals one only if each factor does
    have h1 : ∀ i, p i = 1 := by
      intro i
      have he := Finset.mul_prod_erase Finset.univ p (Finset.mem_univ i)
      have hle : ∏ j ∈ Finset.univ.erase i, p j ≤ 1 :=
        Finset.prod_le_one (fun j _ => (hp j).1) fun j _ => (hp j).2
      have hm := mul_le_mul_of_nonneg_left hle (hp i).1
      linarith [(hp i).2]
    have ht : ((B - A * (Aᴴ * B))ᴴ * (B - A * (Aᴴ * B))).trace = 0 := by
      rw [residual_gram A B hA hB, Matrix.trace_sub, htr, Matrix.trace_one]
      simp [h1]
    exact (sub_eq_zero.1 (Matrix.trace_conjTranspose_mul_self_eq_zero_iff.1 ht)).symm
  · intro h
    apply Complex.ofReal_injective
    have hG : Bᴴ * A * Aᴴ * B = 1 := by
      rw [Matrix.mul_assoc, Matrix.mul_assoc, h, hB]
    rw [dysonNorm_eq_det A B hA, hG, Matrix.det_one, Complex.ofReal_one]


end

end DysonOrbitalNorm
```

```lean
#print axioms DysonOrbitalNorm.dysonNorm_main
#print axioms DysonOrbitalNorm.dysonNorm_eq_one_iff
```

```
'DysonOrbitalNorm.dysonNorm_main' depends on axioms: [propext, Classical.choice, Quot.sound]
'DysonOrbitalNorm.dysonNorm_eq_one_iff' depends on axioms: [propext, Classical.choice, Quot.sound]
```
